# The Cayley transform of a real antisymmetric matrix is a rotation without eigenvalue −1

When a finite set of real orthonormal orbitals is optimised by mixing the orbitals among themselves, each update must keep the set orthonormal, which raises the question of how to write an orthogonal mixing matrix in terms of unconstrained real parameters. The Cayley transform $Q=(1-A)(1+A)^{-1}$ of a real antisymmetric matrix $A$, with $1$ the identity matrix, does this with one matrix inversion, and it reaches exactly the orthogonal matrices that do not have the eigenvalue $-1$.

In Lean 4 with Mathlib:

```lean
import Mathlib

open Matrix

namespace CayleyOrbitalRotation

noncomputable section

variable {n : Type*} [Fintype n] [DecidableEq n]

/-- The Cayley transform `(1 - M)(1 + M)⁻¹` of a real square matrix. -/
def cayley (M : Matrix n n ℝ) : Matrix n n ℝ := (1 - M) * (1 + M)⁻¹

/-- The matrix `Q` has eigenvalue minus one: it reverses the sign of some nonzero vector. -/
def HasEigenvalueNegOne (Q : Matrix n n ℝ) : Prop := ∃ x : n → ℝ, x ≠ 0 ∧ Q *ᵥ x = -x

/-- The antisymmetric generator that mixes two orbitals with parameter `t`. -/
def pairGenerator (t : ℝ) : Matrix (Fin 2) (Fin 2) ℝ := !![0, t; -t, 0]

omit [DecidableEq n] in
/-- The quadratic form `xᵀ A x` of a real antisymmetric matrix vanishes for every vector. -/
theorem quadratic_form_eq_zero {A : Matrix n n ℝ} (hA : Aᵀ = -A) (x : n → ℝ) :
    x ⬝ᵥ A *ᵥ x = 0 := by
  have h : x ⬝ᵥ A *ᵥ x = x ⬝ᵥ Aᵀ *ᵥ x := by
    rw [Matrix.dotProduct_mulVec, Matrix.mulVec_transpose, dotProduct_comm]
  rw [hA, Matrix.neg_mulVec, dotProduct_neg] at h
  linarith

/-- For a real antisymmetric `A` the determinant of `1 + A` is nonzero. -/
theorem det_one_add_ne_zero {A : Matrix n n ℝ} (hA : Aᵀ = -A) : (1 + A).det ≠ 0 := by
  intro h
  obtain ⟨x, hx, h0⟩ := Matrix.exists_mulVec_eq_zero_iff.mpr h
  -- a null vector of 1 + A has zero length, since xᵀ(1 + A)x = xᵀx
  have h1 : x ⬝ᵥ (1 + A) *ᵥ x = 0 := by rw [h0, dotProduct_zero]
  rw [Matrix.add_mulVec, Matrix.one_mulVec, dotProduct_add, quadratic_form_eq_zero hA,
    add_zero] at h1
  exact hx (dotProduct_self_eq_zero.mp h1)

/-- Minus one is an eigenvalue of `Q` exactly when the determinant of `1 + Q` vanishes. -/
theorem hasEigenvalueNegOne_iff (Q : Matrix n n ℝ) :
    HasEigenvalueNegOne Q ↔ (1 + Q).det = 0 := by
  rw [← Matrix.exists_mulVec_eq_zero_iff]
  constructor
  · rintro ⟨x, hx, h⟩
    refine ⟨x, hx, ?_⟩
    rw [Matrix.add_mulVec, Matrix.one_mulVec, h, add_neg_cancel]
  · rintro ⟨x, hx, h⟩
    refine ⟨x, hx, ?_⟩
    rw [Matrix.add_mulVec, Matrix.one_mulVec] at h
    exact eq_neg_of_add_eq_zero_right h

/-- If `1 + M` is invertible and `Q` is the Cayley transform of `M`, then
`1 + Q = 2 (1 + M)⁻¹` and the determinant of `1 + Q` is nonzero. -/
theorem one_add_cayley {M : Matrix n n ℝ} (hM : (1 + M).det ≠ 0) :
    1 + cayley M = (2 : ℝ) • (1 + M)⁻¹ ∧ (1 + cayley M).det ≠ 0 := by
  have hR : (1 + M) * (1 + M)⁻¹ = 1 := Matrix.mul_nonsing_inv _ (Ne.isUnit hM)
  have hL : (1 + M)⁻¹ * (1 + M) = 1 := Matrix.nonsing_inv_mul _ (Ne.isUnit hM)
  have h : 1 + cayley M = (2 : ℝ) • (1 + M)⁻¹ := by
    unfold cayley
    generalize (1 + M)⁻¹ = B at hR ⊢
    calc 1 + (1 - M) * B = (1 + M) * B + (1 - M) * B := by rw [hR]
      _ = B + B := by noncomm_ring
      _ = (2 : ℝ) • B := (two_smul ℝ B).symm
  refine ⟨h, fun h0 => ?_⟩
  -- (1 + M)/2 is a right inverse of 1 + Q
  have h1 : (1 + cayley M) * ((1 / 2 : ℝ) • (1 + M)) = 1 := by
    rw [h, Matrix.smul_mul, Matrix.mul_smul, smul_smul, hL]
    norm_num
  have h2 := congrArg Matrix.det h1
  rw [Matrix.det_mul, h0, zero_mul, Matrix.det_one] at h2
  exact zero_ne_one h2

/-- For a real antisymmetric `A`, the matrix `1 + A` is invertible and the Cayley transform
`Q` is orthogonal, has determinant one and does not have the eigenvalue minus one. -/
theorem cayley_rotation {A : Matrix n n ℝ} (hA : Aᵀ = -A) :
    (1 + A).det ≠ 0 ∧ (cayley A)ᵀ * cayley A = 1 ∧ (cayley A).det = 1 ∧
      ¬ HasEigenvalueNegOne (cayley A) := by
  have hd := det_one_add_ne_zero hA
  have hR : (1 + A) * (1 + A)⁻¹ = 1 := Matrix.mul_nonsing_inv _ (Ne.isUnit hd)
  have hp : (1 + A)ᵀ = 1 - A := by
    rw [Matrix.transpose_add, Matrix.transpose_one, hA, sub_eq_add_neg]
  have hm : (1 - A)ᵀ = 1 + A := by
    rw [Matrix.transpose_sub, Matrix.transpose_one, hA, sub_neg_eq_add]
  refine ⟨hd, ?_, ?_, ?_⟩
  · unfold cayley
    generalize (1 + A)⁻¹ = B at hR ⊢
    have hT : Bᵀ * (1 - A) = 1 := by
      rw [← hp, ← Matrix.transpose_mul, hR, Matrix.transpose_one]
    rw [Matrix.transpose_mul, hm]
    generalize Bᵀ = D at hT ⊢
    -- 1 + A and 1 - A commute
    calc D * (1 + A) * ((1 - A) * B) = D * (1 - A) * ((1 + A) * B) := by noncomm_ring
      _ = 1 := by rw [hT, hR, mul_one]
  · -- 1 - A is the transpose of 1 + A, so the determinants agree
    have h1 : (1 - A).det = (1 + A).det := by rw [← hp, Matrix.det_transpose]
    unfold cayley
    rw [Matrix.det_mul, h1, ← Matrix.det_mul, hR, Matrix.det_one]
  · rw [hasEigenvalueNegOne_iff]
    exact (one_add_cayley hd).2

/-- If `1 + M` is invertible, applying the Cayley transform twice returns `M`. -/
theorem cayley_cayley {M : Matrix n n ℝ} (hM : (1 + M).det ≠ 0) :
    cayley (cayley M) = M := by
  have hR : (1 + M) * (1 + M)⁻¹ = 1 := Matrix.mul_nonsing_inv _ (Ne.isUnit hM)
  have hQ : (1 + cayley M) * (1 + cayley M)⁻¹ = 1 :=
    Matrix.mul_nonsing_inv _ (Ne.isUnit (one_add_cayley hM).2)
  -- the key relation 1 - Q = M (1 + Q)
  have key : M * (1 + cayley M) = 1 - cayley M := by
    unfold cayley
    generalize (1 + M)⁻¹ = B at hR ⊢
    calc M * (1 + (1 - M) * B)
        = (M - 1) + (1 - M) * ((1 + M) * B) + (1 - (1 - M) * B) := by noncomm_ring
      _ = 1 - (1 - M) * B := by rw [hR]; noncomm_ring
  change (1 - cayley M) * (1 + cayley M)⁻¹ = M
  rw [← key, mul_assoc, hQ, mul_one]

/-- The Cayley transform of an orthogonal matrix `Q` with `1 + Q` invertible is
antisymmetric. -/
theorem cayley_antisymm {Q : Matrix n n ℝ} (hQ : Qᵀ * Q = 1) (hd : (1 + Q).det ≠ 0) :
    (cayley Q)ᵀ = -cayley Q := by
  have hR : (1 + Q) * (1 + Q)⁻¹ = 1 := Matrix.mul_nonsing_inv _ (Ne.isUnit hd)
  unfold cayley
  generalize (1 + Q)⁻¹ = C at hR ⊢
  have hT : Cᵀ * (1 + Qᵀ) = 1 := by
    have h := congrArg Matrix.transpose hR
    rwa [Matrix.transpose_mul, Matrix.transpose_add, Matrix.transpose_one] at h
  rw [Matrix.transpose_mul, Matrix.transpose_sub, Matrix.transpose_one]
  generalize Cᵀ = D at hT ⊢
  generalize Qᵀ = P at hT hQ ⊢
  apply eq_neg_of_add_eq_zero_left
  -- insert both resolutions of unity; what remains is proportional to 1 - QᵀQ
  calc D * (1 - P) + (1 - Q) * C
      = D * (1 - P) * ((1 + Q) * C) + D * (1 + P) * ((1 - Q) * C) := by
        rw [hR, hT, mul_one, one_mul]
    _ = D * (1 - P * Q) * C + D * (1 - P * Q) * C := by noncomm_ring
    _ = 0 := by rw [hQ]; simp

/-- The Cayley transform is a bijection from the real antisymmetric matrices onto the
orthogonal matrices that do not have the eigenvalue minus one. -/
theorem cayley_bijOn :
    Set.BijOn (cayley : Matrix n n ℝ → Matrix n n ℝ) {A | Aᵀ = -A}
      {Q | Qᵀ * Q = 1 ∧ ¬ HasEigenvalueNegOne Q} := by
  refine ⟨fun A hA => ?_, fun A hA B hB h => ?_, fun Q hQ => ?_⟩
  · obtain ⟨_, h1, _, h2⟩ := cayley_rotation (A := A) hA
    exact ⟨h1, h2⟩
  · calc A = cayley (cayley A) := (cayley_cayley (det_one_add_ne_zero hA)).symm
      _ = cayley (cayley B) := by rw [h]
      _ = B := cayley_cayley (det_one_add_ne_zero hB)
  · have hd : (1 + Q).det ≠ 0 := fun h0 => hQ.2 ((hasEigenvalueNegOne_iff Q).mpr h0)
    exact ⟨cayley Q, cayley_antisymm hQ.1 hd, cayley_cayley hd⟩

/-- The two-orbital generator is antisymmetric, and its Cayley transform is the matrix with
diagonal entries `(1 - t²)/(1 + t²)` and off-diagonal entries `∓2t/(1 + t²)`. -/
theorem pairGenerator_witness (t : ℝ) :
    (pairGenerator t)ᵀ = -pairGenerator t ∧
      cayley (pairGenerator t) =
        (1 + t ^ 2)⁻¹ • !![1 - t ^ 2, -(2 * t); 2 * t, 1 - t ^ 2] := by
  have ht : (1 + t ^ 2 : ℝ) ≠ 0 := by positivity
  have hp : 1 + pairGenerator t = !![1, t; -t, 1] := by
    ext i j; fin_cases i <;> fin_cases j <;> simp [pairGenerator]
  have hm : 1 - pairGenerator t = !![1, -t; t, 1] := by
    ext i j; fin_cases i <;> fin_cases j <;> simp [pairGenerator]
  have hN : (!![1, t; -t, 1] : Matrix (Fin 2) (Fin 2) ℝ) * !![1, -t; t, 1] =
      (1 + t ^ 2) • (1 : Matrix (Fin 2) (Fin 2) ℝ) := by
    ext i j; fin_cases i <;> fin_cases j <;>
      simp [Matrix.mul_apply, Fin.sum_univ_two] <;> ring
  have hS : (!![1, -t; t, 1] : Matrix (Fin 2) (Fin 2) ℝ) * !![1, -t; t, 1] =
      !![1 - t ^ 2, -(2 * t); 2 * t, 1 - t ^ 2] := by
    ext i j; fin_cases i <;> fin_cases j <;>
      simp [Matrix.mul_apply, Fin.sum_univ_two] <;> ring
  have hinv : (1 + pairGenerator t)⁻¹ = (1 + t ^ 2)⁻¹ • !![1, -t; t, 1] := by
    apply Matrix.inv_eq_right_inv
    rw [hp, Matrix.mul_smul, hN, smul_smul, inv_mul_cancel₀ ht, one_smul]
  constructor
  · ext i j; fin_cases i <;> fin_cases j <;> simp [pairGenerator]
  · unfold cayley
    rw [hinv, hm, Matrix.mul_smul, hS]

end

end CayleyOrbitalRotation
```

```lean
#print axioms CayleyOrbitalRotation.cayley_rotation
#print axioms CayleyOrbitalRotation.cayley_bijOn
```

```
'CayleyOrbitalRotation.cayley_rotation' depends on axioms: [propext, Classical.choice, Quot.sound]
'CayleyOrbitalRotation.cayley_bijOn' depends on axioms: [propext, Classical.choice, Quot.sound]
```

## The three statements in words

The orbitals are labelled by a finite type `n`, with $N$ elements, say. A matrix is a `Matrix n n ℝ`, a real $N\times N$ array, and a vector is a function `n → ℝ`, a column of $N$ real numbers. The expression `Q *ᵥ x` is the product $Qx$, and `x ⬝ᵥ y` is the scalar product $x^{T}y=\sum_i x_iy_i$. For any real square $M$, `cayley M` is $c(M)=(1-M)(1+M)^{-1}$, with the inverse on the right. Mathlib gives a singular matrix the inverse zero, which plays no part here because each theorem about `cayley` either assumes or establishes that the matrix being inverted is invertible. The predicate `HasEigenvalueNegOne Q` says that some real $x\neq0$ has $Qx=-x$; the vector is not required to have unit length, and dividing it by $\sqrt{x^{T}x}$ gives a normalised eigenvector.

The theorem `cayley_rotation` has one hypothesis, `Aᵀ = -A`, and four conclusions about $Q=c(A)$:

$$\det(1+A)\neq0,\qquad Q^{T}Q=1,\qquad \det Q=1,\qquad Qx=-x \text{ has no solution } x\neq 0 .$$

The theorem `cayley_bijOn` adds the converse. `Set.BijOn` has three parts: $c$ sends the set $\{A: A^{T}=-A\}$ into the set of $Q$ with $Q^{T}Q=1$ and no eigenvalue $-1$, two antisymmetric matrices with the same image are equal, and every $Q$ of the second set is the image of some antisymmetric $A$. The second set carries no condition on the determinant.

The theorem `pairGenerator_witness` takes `Fin 2`, with indices $0$ and $1$, and a real parameter $t$. It states that `pairGenerator t`, the matrix $A_t$ with $(A_t)_{01}=t$, $(A_t)_{10}=-t$ and zero diagonal, is antisymmetric, and that

$$c(A_t)=\frac{1}{1+t^2}\begin{pmatrix}1-t^2&-2t\\ 2t&1-t^2\end{pmatrix}.$$

No lower bound is placed on $N$. For $N=1$ the only antisymmetric matrix is $0$, its transform is $1$, and the other orthogonal $1\times1$ matrix, $-1$, is the one left out. For $N=0$ each set has the empty matrix as its only element, with determinant one.

## Orbitals, generators and what is left out

Let $\varphi_i$ be $N$ real orthonormal orbitals and define new ones by $\varphi'_j=\sum_i\varphi_i\,Q_{ij}$. Their overlaps are

$$\langle\varphi'_j|\varphi'_k\rangle=\sum_i Q_{ij}Q_{ik}=(Q^{T}Q)_{jk},$$

so $Q^{T}Q=1$ says that the new set is orthonormal. The orbitals themselves do not occur in the file: orthonormality of the starting set is built in by using the plain scalar product, with no overlap matrix.

The hypothesis $A^{T}=-A$ is the condition that a small mixing preserves overlaps to first order. For $Q=1+\epsilon K$ with a real matrix $K$ and a small number $\epsilon$, one has $Q^{T}Q=1+\epsilon(K+K^{T})+\epsilon^2K^{T}K$, and the first-order term vanishes exactly when $K$ is antisymmetric. Such a matrix has $N(N-1)/2$ free entries, one for each pair of orbitals. The definition fixes a sign and a scale: for small $A$, $c(A)=1-2A+\dots$, so the first-order generator of the mixing is $-2A$.

A Slater determinant of $N$ electrons with the same spin, one in each of the $N$ orbitals, is multiplied by $\det Q$ under the mixing, so $\det Q=1$ leaves it unchanged, sign included. For the eigenvalue, take the combination $\sum_j x_j\varphi_j$ and replace each $\varphi_j$ by $\varphi'_j$. The result is $\sum_i\varphi_i\,(Qx)_i$, and $Qx=-x$ means that the combination has changed sign. No Cayley transform of an antisymmetric matrix does this. For $N\ge2$ the map therefore misses some proper rotations, such as the one that reverses the sign of two orbitals and fixes the others, which has determinant one. In the two-orbital case, $t=\tan(\theta/2)$ turns $c(A_t)$ into the rotation by the angle $\theta$, with $\varphi'_0=\cos\theta\,\varphi_0+\sin\theta\,\varphi_1$, and $\theta=\pi$ is approached only as $|t|\to\infty$.

In electronic-structure work with real orbitals in a finite orthonormal basis, the result means that an update parametrised by $A$ is orthonormal, in exact arithmetic, for a step of any size. It bears on time stepping as well: for a finite real system $\dot x=Kx$ with constant antisymmetric $K$, the Crank–Nicolson step of length $h$ solves $(1+A)x_{\rm new}=(1-A)x$ with $A=-hK/2$, and since $(1+A)^{-1}$ and $1-A$ commute this is $x_{\rm new}=c(A)x$, which conserves $x^{T}x$. The readings in terms of orbitals, Slater determinants, angles and time steps are interpretation, and the theorems speak only of the matrices. Complex orbitals, anti-Hermitian generators such as $-iH$ for a Hamiltonian matrix $H$, infinite bases and the accuracy of $c(A)$ as an approximation to a matrix exponential are not treated.

## Invertibility of $1+A$

A number equals its own transpose, so for any real vector $x$,

$$x^{T}Ax=(x^{T}Ax)^{T}=x^{T}A^{T}x=-x^{T}Ax,$$

and hence $x^{T}Ax=0$. In `quadratic_form_eq_zero`, the step `h` is the equality $x^{T}Ax=x^{T}A^{T}x$, rewriting with `hA` produces the minus sign, and `linarith` solves an equation of the form $s=-s$.

Suppose that $\det(1+A)=0$. Then some $x\neq0$ has $(1+A)x=0$, and multiplying from the left by $x^{T}$ gives

$$0=x^{T}(1+A)x=x^{T}x+x^{T}Ax=x^{T}x .$$

A sum of real squares vanishes only if every term does, so $x=0$, a contradiction. In `det_one_add_ne_zero` the null vector comes from `Matrix.exists_mulVec_eq_zero_iff`, the displayed chain is the rewriting of `h1`, and `dotProduct_self_eq_zero` is the remark on squares.

The same link between null vectors and determinants gives `hasEigenvalueNegOne_iff`: the equations $Qx=-x$ and $(1+Q)x=0$ are the same, so $-1$ is an eigenvalue of $Q$ if and only if $\det(1+Q)=0$.

## Orthogonality, determinant and the missing eigenvalue

Let $M$ be any real square matrix with $1+M$ invertible, and put $B=(1+M)^{-1}$ and $Q=(1-M)B$. Writing $1=(1+M)B$,

$$1+Q=(1+M)B+(1-M)B=2B .$$

Then $(1+Q)\cdot\tfrac12(1+M)=B(1+M)=1$, and taking determinants gives $\det(1+Q)\,\det\!\big(\tfrac12(1+M)\big)=1$, so $\det(1+Q)\neq0$. This is `one_add_cayley`, which does not use antisymmetry. The `generalize` step renames the inverse `B` and keeps only the relation `hR`, $(1+M)B=1$, so that `noncomm_ring` can expand products without commuting any factors. The right inverse is `h1`, and `h2` is its determinant.

Now let $M=A$ be antisymmetric. Then $(1+A)^{T}=1-A$ and $(1-A)^{T}=1+A$, which are `hp` and `hm` in `cayley_rotation`. Transposing $(1+A)B=1$ gives $B^{T}(1-A)=1$, which is `hT`. The matrices $1+A$ and $1-A$ commute, both products being $1-A^2$, so

$$Q^{T}Q=B^{T}(1+A)(1-A)B=\big[B^{T}(1-A)\big]\big[(1+A)B\big]=1\cdot1=1 .$$

In the `calc` block $B^{T}$ is called `D`, `noncomm_ring` exchanges the two middle factors, and `hT` and `hR` evaluate the brackets. For the determinant, $1-A$ is the transpose of $1+A$, so the two have equal determinants, and

$$\det Q=\det(1-A)\det B=\det(1+A)\det B=\det\big((1+A)B\big)=1 .$$

The last conclusion combines two earlier results: $\det(1+Q)\neq0$ by `one_add_cayley`, so $-1$ is not an eigenvalue by `hasEigenvalueNegOne_iff`.

## Recovering the generator from the rotation

For general $M$ with $1+M$ invertible, subtracting in place of adding gives

$$1-Q=(1+M)B-(1-M)B=2MB=M(1+Q).$$

Since $1+Q$ is invertible, $c(Q)=(1-Q)(1+Q)^{-1}=M(1+Q)(1+Q)^{-1}=M$. The transform applied twice returns $M$, which is `cayley_cayley`. Its step `key` is the relation $M(1+Q)=1-Q$, reached by a slightly different route: the left side is rearranged so that the product $(1+M)B$ appears once,

$$M\big(1+(1-M)B\big)=(M-1)+(1-M)\,(1+M)B+\big(1-(1-M)B\big),$$

and setting $(1+M)B=1$ cancels the first two terms.

Next let $Q$ be orthogonal with $1+Q$ invertible. Put $C=(1+Q)^{-1}$, $D=C^{T}$, $P=Q^{T}$ and $R=c(Q)=(1-Q)C$, so that $R^{T}=D(1-P)$. The relations $(1+Q)C=1$ and, by transposition, $D(1+P)=1$ allow a factor $1$ to be inserted in each term:

$$R^{T}+R=D(1-P)(1+Q)C+D(1+P)(1-Q)C .$$

Here $(1-P)(1+Q)=1+Q-P-PQ$ and $(1+P)(1-Q)=1-Q+P-PQ$. Their sum is $2(1-PQ)$, which vanishes because $PQ=Q^{T}Q=1$. Thus $R^{T}=-R$. The three lines of the `calc` block in `cayley_antisymm` are the insertion, the expansion and the use of `hQ`, with the same letters.

The theorem `cayley_bijOn` assembles these facts. That images lie in the second set is read off from `cayley_rotation`. If two antisymmetric matrices $A$ and $A'$ have $c(A)=c(A')$, then $A=c(c(A))=c(c(A'))=A'$, where `det_one_add_ne_zero` supplies the invertibility that `cayley_cayley` needs. Given an orthogonal $Q$ without eigenvalue $-1$, the determinant of $1+Q$ is nonzero, the matrix $c(Q)$ is antisymmetric, and $c(c(Q))=Q$, so $c(Q)$ is the generator sought.

## Two orbitals, in general and at $t=\tfrac12$

For the pair generator,

$$1+A_t=\begin{pmatrix}1&t\\-t&1\end{pmatrix},\qquad 1-A_t=\begin{pmatrix}1&-t\\ t&1\end{pmatrix},$$

which are `hp` and `hm` in `pairGenerator_witness`. Their product is $(1+t^2)$ times the identity (`hN`), and $1+t^2>0$, so $(1+A_t)^{-1}=(1-A_t)/(1+t^2)$ (`hinv`). Therefore $c(A_t)=(1-A_t)^2/(1+t^2)$, and squaring (`hS`) gives diagonal entries $1-t^2$, the entry $-2t$ in position $(0,1)$ and $2t$ in position $(1,0)$. The entrywise identities among these, `hp`, `hm`, `hN` and `hS`, are checked with `fin_cases` running over the four index pairs.

At $t=\tfrac12$ one has $1+t^2=\tfrac54$, $1-t^2=\tfrac34$ and $2t=1$, so with $A=A_{1/2}$,

$$(1+A)^{-1}=\frac15\begin{pmatrix}4&-2\\2&4\end{pmatrix},\qquad Q=\frac45\begin{pmatrix}3/4&-1\\1&3/4\end{pmatrix}=\frac15\begin{pmatrix}3&-4\\4&3\end{pmatrix}.$$

The new orbitals are $\varphi'_0=\tfrac35\varphi_0+\tfrac45\varphi_1$ and $\varphi'_1=-\tfrac45\varphi_0+\tfrac35\varphi_1$. Each has squared norm $(9+16)/25=1$, their overlap is $(-12+12)/25=0$, and $\det Q=(9+16)/25=1$. Further,

$$1+Q=\frac15\begin{pmatrix}8&-4\\4&8\end{pmatrix}=2(1+A)^{-1},\qquad \det(1+Q)=\frac{64+16}{25}=\frac{16}{5}\neq0,$$

so $-1$ is not an eigenvalue. The generator is recovered from $Q$: the inverse of $1+Q$ is $\tfrac12(1+A)$, and

$$c(Q)=(1-Q)\cdot\tfrac12(1+A)=\frac15\begin{pmatrix}2&4\\-4&2\end{pmatrix}\cdot\frac14\begin{pmatrix}2&1\\-1&2\end{pmatrix}=\frac1{20}\begin{pmatrix}0&10\\-10&0\end{pmatrix}=\begin{pmatrix}0&1/2\\-1/2&0\end{pmatrix},$$

which is $A$.
